# The Coupled-Cluster Multiplier and Response Occupations for Two Coupled Determinants

In minimal-basis H₂ at the dissociation limit, the closed-shell reference and the doubly excited determinant have the same energy. A coupling K > 0 mixes them with equal weight, and the singlet ground state is the reference minus the excited determinant, so the coupled-cluster amplitude is t = −1. With a trial amplitude x, a multiplier y and energies measured from that of the reference, the Lagrangian is

L(x, y) = Kx + y(K − Kx²).

Its x-derivative at x = −1 is K + 2Ky, which vanishes only for y = −1/2. The response occupations 2(1 − yt) and 2yt are then both 1: one electron per orbital, as the exact state requires.

Away from degeneracy, let 2D be the energy of the excited determinant relative to the reference. For real K ≠ 0 and D, and any real t with

K + 2Dt − Kt² = 0,

the Lagrangian L(x, y) = Kx + y(K + 2Dx − Kx²) is stationary in x at x = t exactly when

y = t/(1 + t²).

The bonding and antibonding occupations are then 2/(1 + t²) and 2t²/(1 + t²).

## What a wrong multiplier leaves unchanged

Coupled-cluster codes compute unrelaxed first-order properties from a density built with the multipliers, which come from the Λ equations. In this two-electron, two-determinant model the correct density must reproduce the exact state, so the formulas give reference values for a Λ solver.

The occupations are the quantities to compare. Once t solves the amplitude equation, the Lagrangian equals Kt for every y, and the occupations sum to 2 for every y. Neither the energy nor the electron count reveals a wrong multiplier.

## From the amplitude equation to the density

In the basis of the two determinants, the Hamiltonian has rows (0, K) and (K, 2D). The ket is (1, t). The bra ⟨0|(1 + Λ)e^(−T) has components (1 − yt, y), because e^(−T) subtracts t times the excited determinant from the reference. For an operator A with elements Aᵢⱼ, i, j = 0, 1, the response value is bra·A·ket:

(1 − yt)(A₀₀ + A₀₁t) + y(A₁₀ + A₁₁t).

Inserting the Hamiltonian gives

(1 − yt)Kt + y(K + 2Dt) = Kt + y(K + 2Dt − Kt²),

which is the Lagrangian at x = t. The number operators diag(2, 0) and diag(0, 2) give 2(1 − yt) and 2yt.

The derivative of L in x at t is K + y(2D − 2Kt). Multiply it by t and replace 2Dt by Kt² − K:

t[K + y(2D − 2Kt)] = Kt + y(−K − Kt²) = K[t − y(1 + t²)].

If the derivative vanishes, K ≠ 0 gives y(1 + t²) = t. Conversely, that value of y makes the left side zero. Since t = 0 would turn the amplitude equation into K = 0, t is nonzero and the derivative itself vanishes.

With this multiplier, 1 − yt = 1/(1 + t²), which gives the occupations. The whole bra becomes (1, t)/(1 + t²), so every response value is the normalised expectation value in the state (1, t).

The response density has off-diagonal elements y and t(1 − yt). They are equal exactly when y(1 + t²) = t, so the matrix is symmetric exactly at stationarity.

## Lean source

```lean
import Mathlib

open Matrix

namespace CoupledClusterResponseDensity

noncomputable section

/-- The Hamiltonian in the basis of the closed-shell reference and the doubly excited
determinant, with coupling `K` and excitation energy `2 * D`, relative to the reference energy. -/
def hamiltonian (K D : ℝ) : Matrix (Fin 2) (Fin 2) ℝ := !![0, K; K, 2 * D]

/-- The coupled-cluster ket: the reference plus `t` times the doubly excited determinant. -/
def ket (t : ℝ) : Fin 2 → ℝ := ![1, t]

/-- The coupled-cluster bra `⟨0|(1 + Λ) exp(-T)` with amplitude `t` and multiplier `y`. -/
def bra (t y : ℝ) : Fin 2 → ℝ := ![1 - y * t, y]

/-- The response density: the outer product of the coupled-cluster ket and bra. -/
def density (t y : ℝ) : Matrix (Fin 2) (Fin 2) ℝ := vecMulVec (ket t) (bra t y)

/-- The response value of an operator `A`: its trace with the response density. -/
def response (A : Matrix (Fin 2) (Fin 2) ℝ) (t y : ℝ) : ℝ := (A * density t y).trace

/-- The number operator of the bonding orbital, doubly occupied in the reference. -/
def bondingNumber : Matrix (Fin 2) (Fin 2) ℝ := !![2, 0; 0, 0]

/-- The number operator of the antibonding orbital, doubly occupied in the excited determinant. -/
def antibondingNumber : Matrix (Fin 2) (Fin 2) ℝ := !![0, 0; 0, 2]

/-- The coupled-cluster Lagrangian: the response value of the Hamiltonian. -/
def lagrangian (K D x y : ℝ) : ℝ := response (hamiltonian K D) x y

/-- The Lagrangian with multiplier `y` has zero derivative in the amplitude at `t`. -/
def Stationary (K D t y : ℝ) : Prop := HasDerivAt (fun x => lagrangian K D x y) 0 t

/-- The response value of an operator written out in its matrix elements. -/
theorem response_apply (A : Matrix (Fin 2) (Fin 2) ℝ) (t y : ℝ) :
    response A t y = (1 - y * t) * (A 0 0 + A 0 1 * t) + y * (A 1 0 + A 1 1 * t) := by
  simp [response, density, ket, bra, Matrix.trace_fin_two, Matrix.mul_apply,
    Fin.sum_univ_two]
  ring

/-- The Lagrangian is the correlation energy `K * x` plus the multiplier times the
residual of the amplitude equation. -/
theorem lagrangian_eq (K D x y : ℝ) :
    lagrangian K D x y = K * x + y * (K + 2 * D * x - K * x ^ 2) := by
  rw [lagrangian, response_apply]
  simp [hamiltonian]
  ring

/-- For any amplitude and multiplier, the response occupations of the bonding and
antibonding orbitals are `2 * (1 - y * t)` and `2 * (y * t)`. -/
theorem response_occupations (t y : ℝ) :
    response bondingNumber t y = 2 * (1 - y * t) ∧
      response antibondingNumber t y = 2 * (y * t) := by
  constructor
  · rw [response_apply]
    simp [bondingNumber]
    ring
  · rw [response_apply]
    simp [antibondingNumber]
    ring

/-- For nonzero coupling and an amplitude that solves the amplitude equation, the Lagrangian
is stationary in the amplitude exactly when the multiplier is `t / (1 + t ^ 2)`. -/
theorem stationary_iff {K D t : ℝ} (y : ℝ) (hK : K ≠ 0)
    (h : K + 2 * D * t - K * t ^ 2 = 0) :
    Stationary K D t y ↔ y = t / (1 + t ^ 2) := by
  have hp : 0 < 1 + t ^ 2 := by positivity
  -- a nonzero coupling forces a nonzero amplitude
  have ht : t ≠ 0 := by
    rintro rfl
    apply hK
    linear_combination h
  have hd : HasDerivAt (fun x => lagrangian K D x y) (K + y * (2 * D - 2 * K * t)) t := by
    have hf : (fun x => lagrangian K D x y) =
        fun x => K * x + y * (K + 2 * D * x - K * (x * x)) := by
      funext x
      rw [lagrangian_eq]
      ring
    rw [hf]
    have hx := hasDerivAt_id' t
    have h1 := (hx.const_mul K).fun_add
      ((((hx.const_mul (2 * D)).const_add K).fun_sub
        ((hx.fun_mul hx).const_mul K)).const_mul y)
    exact h1.congr_deriv (by ring)
  -- the amplitude equation removes `D` from the derivative
  have key : t * (K + y * (2 * D - 2 * K * t)) = K * (t - y * (1 + t ^ 2)) := by
    linear_combination y * h
  rw [eq_div_iff hp.ne']
  constructor
  · intro hs
    have h0 : K + y * (2 * D - 2 * K * t) = 0 := hd.unique hs
    rw [h0, mul_zero] at key
    have h1 := (mul_eq_zero.mp key.symm).resolve_left hK
    linarith
  · intro hy
    have h1 : t * (K + y * (2 * D - 2 * K * t)) = 0 := by
      linear_combination key - K * hy
    exact hd.congr_deriv ((mul_eq_zero.mp h1).resolve_left ht)

/-- For nonzero coupling, a solution of the amplitude equation and a stationary Lagrangian,
the response occupations are `2 / (1 + t ^ 2)` and `2 * t ^ 2 / (1 + t ^ 2)`. -/
theorem occupations_of_stationary {K D t y : ℝ} (hK : K ≠ 0)
    (h : K + 2 * D * t - K * t ^ 2 = 0) (hs : Stationary K D t y) :
    response bondingNumber t y = 2 / (1 + t ^ 2) ∧
      response antibondingNumber t y = 2 * t ^ 2 / (1 + t ^ 2) := by
  have hp : 0 < 1 + t ^ 2 := by positivity
  have hy := (stationary_iff y hK h).mp hs
  rw [eq_div_iff hp.ne'] at hy
  rw [(response_occupations t y).1, (response_occupations t y).2,
    eq_div_iff hp.ne', eq_div_iff hp.ne']
  constructor
  · linear_combination (-2 * t) * hy
  · linear_combination (2 * t) * hy

/-- For nonzero coupling, a solution of the amplitude equation and a stationary Lagrangian,
the response value of every operator is its normalised expectation value in the
coupled-cluster ket. -/
theorem response_eq_expectation {K D t y : ℝ} (hK : K ≠ 0)
    (h : K + 2 * D * t - K * t ^ 2 = 0) (hs : Stationary K D t y)
    (A : Matrix (Fin 2) (Fin 2) ℝ) :
    response A t y = (ket t ⬝ᵥ A *ᵥ ket t) / (ket t ⬝ᵥ ket t) := by
  have hp : 0 < 1 + t ^ 2 := by positivity
  have hy := (stationary_iff y hK h).mp hs
  rw [eq_div_iff hp.ne'] at hy
  have hnorm : ket t ⬝ᵥ ket t = 1 + t ^ 2 := by
    simp [ket, dotProduct, Fin.sum_univ_two]
    ring
  have hnum : ket t ⬝ᵥ A *ᵥ ket t =
      (A 0 0 + A 0 1 * t) + t * (A 1 0 + A 1 1 * t) := by
    simp [ket, Matrix.mulVec, dotProduct, Fin.sum_univ_two]
  rw [response_apply, hnorm, hnum, eq_div_iff hp.ne']
  linear_combination ((A 1 0 + A 1 1 * t) - t * (A 0 0 + A 0 1 * t)) * hy

/-- For nonzero coupling and a solution of the amplitude equation, the response density is
a symmetric matrix exactly when the Lagrangian is stationary in the amplitude. -/
theorem density_isSymm_iff_stationary {K D t : ℝ} (y : ℝ) (hK : K ≠ 0)
    (h : K + 2 * D * t - K * t ^ 2 = 0) :
    (density t y).IsSymm ↔ Stationary K D t y := by
  have hp : 0 < 1 + t ^ 2 := by positivity
  rw [stationary_iff y hK h, eq_div_iff hp.ne']
  constructor
  · intro hs
    -- compare the two off-diagonal elements
    have e : t * (1 - y * t) = y := by
      simpa [density, ket, bra, Matrix.vecMulVec_apply] using hs.apply 0 1
    linear_combination -e
  · intro hy
    have e : t * (1 - y * t) = y := by linear_combination -hy
    refine Matrix.IsSymm.ext fun i j => ?_
    fin_cases i <;> fin_cases j <;>
      simp [density, ket, bra, Matrix.vecMulVec_apply, e]

end

end CoupledClusterResponseDensity
```

```lean
#print axioms CoupledClusterResponseDensity.response_occupations
#print axioms CoupledClusterResponseDensity.occupations_of_stationary
#print axioms CoupledClusterResponseDensity.response_eq_expectation
#print axioms CoupledClusterResponseDensity.density_isSymm_iff_stationary
```

```
'CoupledClusterResponseDensity.response_occupations' depends on axioms: [propext, Classical.choice, Quot.sound]
'CoupledClusterResponseDensity.occupations_of_stationary' depends on axioms: [propext, Classical.choice, Quot.sound]
'CoupledClusterResponseDensity.response_eq_expectation' depends on axioms: [propext, Classical.choice, Quot.sound]
'CoupledClusterResponseDensity.density_isSymm_iff_stationary' depends on axioms: [propext, Classical.choice, Quot.sound]
```

## Definitions and proofs in the file

`hamiltonian`, `ket` and `bra` are the matrix and vectors above. `density` is the outer product of ket and bra, and `response A t y` is the trace of `A` with it. This `density` lives in the space of determinants; it is not the one-particle density matrix that a code usually stores. The multiplier `y` is the λ amplitude of the textbooks, in the normalisation where Λ contributes y times the excited determinant to the bra.

`lagrangian` is defined as the response value of the Hamiltonian, and `lagrangian_eq` proves its usual form. `Stationary K D t y` says that the derivative in the amplitude at `t` is zero. Stationarity in the multiplier is the amplitude equation, which enters separately as the hypothesis `h`.

`response_apply` expands the trace into matrix elements, and `response_occupations` applies it to the two number operators. In `stationary_iff`, `hd` computes the derivative and `key` is the multiplied identity, obtained from `h` by `linear_combination`. Uniqueness of the derivative gives the forward direction; cancelling the nonzero `t` gives the reverse.

`occupations_of_stationary` and `response_eq_expectation` clear the positive denominator 1 + t² and use the multiplier formula. `density_isSymm_iff_stationary` compares the off-diagonal elements.

## Scope of the guarantee

The theorems hold for all real K ≠ 0 and D and for either root of the amplitude equation. They do not select the ground state, and they say nothing about whether an iterative solver converges or how rounding affects it.

The condition K ≠ 0 means that the two determinants interact. It excludes the case K = D = 0, where the Lagrangian is identically zero and every multiplier is stationary.

The step left to the reader is the reduction of the H₂ electronic problem to these matrices and vectors, including the form of the bra. In the molecule, inversion symmetry keeps single excitations out of the singlet ground state, which leaves the two determinants used here.

Agreement with expectation values is established for this two-determinant space only. In larger systems, truncated coupled-cluster theory generally gives a response density that differs from the expectation-value density of its ket, and a nonsymmetric density there does not by itself indicate a faulty Λ solution.
